# The permanent expansion of a product of geminals

A geminal is a two-electron function. The geminals treated here are of a restricted kind: each places both electrons of a pair in the same spatial orbital, in a superposition over one set of orbitals shared by all the geminals, whereas a general geminal also has terms with the two electrons in different orbitals. A product of \(n\) such geminals over \(m\) orbitals describes \(2n\) electrons. Multiplied out, the product has \(m^n\) terms. Some vanish because two pairs land in the same orbital, and others are the same Slater determinant reached in a different order. Until these terms are removed and collected, the amplitude of a given determinant cannot be read off. The natural guess for fermions, a determinant of geminal coefficients, is wrong: it would make two identical geminals multiply to zero. For geminals of this kind the correct amplitude is a permanent.

## Pair creators and geminals

Label the spatial orbitals \(p = 0, \dots, m-1\) and let \(a^\dagger_{p\uparrow}\), \(a^\dagger_{p\downarrow}\) be the fermion creators for the two spin directions. The pair creator of orbital \(p\) is \(x_p = a^\dagger_{p\uparrow} a^\dagger_{p\downarrow}\). Moving one pair past another takes four exchanges of anticommuting creators, and a fermion creator squares to zero, so
\[ x_p x_q = x_q x_p, \qquad x_p x_p = 0 . \]
These two relations are all that the derivation uses, and Lean takes them as assumptions without constructing fermion operators. Commutativity sits in the type: the \(x_p\) live in a commutative algebra `A` over scalars `K`. The second relation appears later as the hypothesis `hx`. Both `K` and `A` are only semirings, because no step subtracts or divides; real and complex coefficients are special cases.

```lean
import Mathlib

open Finset

namespace GeminalPermanent

variable {K A : Type*} [CommSemiring K] [CommSemiring A] [Algebra K A] {n m : ℕ}
```

A geminal with coefficients \(c_p\) is \(g(c) = \sum_p c_p x_p\). The orbital index \(p\) has type `Fin m`.

```lean
/-- The geminal creator `∑ p, c p • x p` built from pair creators `x p`. -/
def geminal (c : Fin m → K) (x : Fin m → A) : A := ∑ p, c p • x p
```

Let \(G\) be an \(n \times m\) matrix of scalars with rows \(i = 0, \dots, n-1\). Row \(i\) defines the geminal \(g_i = \sum_p G_{ip} x_p\), and the object of interest is \(\prod_i g_i\), the operator of the antisymmetrised product of interacting geminals (APIG).

```lean
/-- The product of `n` geminals whose coefficients are the rows of `G`. -/
def geminalProduct (G : Matrix (Fin n) (Fin m) K) (x : Fin m → A) : A :=
  ∏ i, geminal (G i) x
```

For a set \(S\) of orbitals, put \(x_S = \prod_{p \in S} x_p\). Acting on the vacuum, it creates the determinant with the orbitals of \(S\) doubly occupied and the others empty. No ordering of \(S\) is needed, since the factors commute.

```lean
/-- The product of the pair creators of the orbitals in `S`. -/
def pairString (x : Fin m → A) (S : Finset (Fin m)) : A := ∏ p ∈ S, x p
```

When \(S\) has exactly \(n\) elements, list them in increasing order as \(e_S(0) < \dots < e_S(n-1)\) and define the square matrix \((G_S)_{ik} = G_{i, e_S(k)}\). In Lean the argument `S` is a pair: the set `S.1` and the proof `S.2` that its size is \(n\). The listing \(e_S\) is `S.1.orderEmbOfFin S.2`.

```lean
/-- The square matrix of the columns of `G` that belong to the `n`-element set `S`,
in increasing order. -/
def columns (G : Matrix (Fin n) (Fin m) K) (S : {S : Finset (Fin m) // S.card = n}) :
    Matrix (Fin n) (Fin n) K :=
  G.submatrix id (S.1.orderEmbOfFin S.2)
```

## Expanding the product

Distributing the product over the sums means choosing one orbital \(f(i)\) from each geminal \(i\). The choices are the maps \(f\) from \(\{0, \dots, n-1\}\) to \(\{0, \dots, m-1\}\), and the scalars move to the front:
\[ \prod_i \sum_p G_{ip} x_p = \sum_f \prod_i G_{i, f(i)}\, x_{f(i)} = \sum_f w(f) \prod_i x_{f(i)}, \qquad w(f) = \prod_i G_{i, f(i)} . \]

```lean
/-- The geminal product expanded over all assignments `f` of an orbital to each geminal. -/
theorem geminalProduct_eq_sum_maps (G : Matrix (Fin n) (Fin m) K) (x : Fin m → A) :
    geminalProduct G x = ∑ f : Fin n → Fin m, (∏ i, G i (f i)) • ∏ i, x (f i) := by
  unfold geminalProduct geminal
  rw [Finset.prod_univ_sum, Fintype.piFinset_univ]
  refine Finset.sum_congr rfl fun f _ => ?_
  simp only [Algebra.smul_def, map_prod, Finset.prod_mul_distrib]
```

The first equality is `Finset.prod_univ_sum`, and the closing `simp only` separates the scalar product from the operator product term by term. This step does not use \(x_p x_p = 0\).

## Exclusion of pairs

If \(f(i) = f(j)\) for some \(i \neq j\), commute those two factors to the front:
\[ \prod_k x_{f(k)} = x_{f(i)}\, x_{f(j)} \prod_{k \neq i, j} x_{f(k)} = x_{f(j)}\, x_{f(j)} \prod_{k \neq i, j} x_{f(k)} = 0 . \]

```lean
/-- Exclusion of pairs, for pair creators that square to zero: if two geminals are assigned the same orbital, the product of the
pair creators vanishes. -/
theorem prod_eq_zero_of_not_injective (x : Fin m → A) (hx : ∀ p, x p * x p = 0)
    (f : Fin n → Fin m) (hf : ¬ Function.Injective f) : ∏ i, x (f i) = 0 := by
  unfold Function.Injective at hf
  push Not at hf
  obtain ⟨i, j, hij, hne⟩ := hf
  have hj : j ∈ (univ : Finset (Fin n)).erase i :=
    Finset.mem_erase.2 ⟨fun h => hne h.symm, mem_univ j⟩
  rw [← Finset.mul_prod_erase _ (fun k => x (f k)) (mem_univ i),
    ← Finset.mul_prod_erase _ (fun k => x (f k)) hj, ← mul_assoc]
  rw [hij, hx, zero_mul]
```

The two uses of `Finset.mul_prod_erase` extract the factors \(i\) and \(j\), and `rw [hij, hx, zero_mul]` performs the last two equalities. The weight \(w(f)\) need not vanish; the operator product does.

## The weights over one set of orbitals

Fix \(S\) with \(|S| = n\) and consider the maps \(f\) whose image is \(S\). For a permutation \(\sigma\) of \(\{0, \dots, n-1\}\), the map \(e_S \circ \sigma\) is injective with values in \(S\), so its image has \(n\) elements and equals \(S\). Different permutations give different maps, because \(e_S\) is injective. Conversely, a map with \(n\) distinct values on \(n\) arguments is injective, and each \(f(i)\) equals \(e_S(\sigma(i))\) for some position \(\sigma(i)\). This \(\sigma\) is injective on a finite set, hence a permutation. Therefore
\[ \sum_{f:\ \operatorname{im} f = S} w(f) = \sum_\sigma \prod_i G_{i, e_S(\sigma(i))} = \sum_\sigma \prod_i (G_S)_{i, \sigma(i)} = \operatorname{perm}(G_S), \]
where the permanent is the determinant's sum over permutations with every sign replaced by \(+1\).

```lean
/-- The weights of all assignments that occupy exactly the `n` orbitals of `S` add up to the
permanent of the columns `S` of `G`. -/
theorem sum_maps_onto_eq_permanent (G : Matrix (Fin n) (Fin m) K)
    (S : {S : Finset (Fin m) // S.card = n}) :
    ∑ f ∈ univ.filter (fun f : Fin n → Fin m => univ.image f = S.1), ∏ i, G i (f i)
      = (columns G S).permanent := by
  obtain ⟨S, hS⟩ := S
  rw [← Matrix.permanent_transpose]
  unfold Matrix.permanent
  symm
  -- a permutation σ corresponds to the assignment e ∘ σ, e the ordering of S
  refine Finset.sum_bij (fun σ _ => fun i => S.orderEmbOfFin hS (σ i)) ?_ ?_ ?_ ?_
  · intro σ _
    rw [Finset.mem_filter]
    refine ⟨mem_univ _, ?_⟩
    apply Finset.eq_of_subset_of_card_le
    · intro p hp
      obtain ⟨i, _, rfl⟩ := Finset.mem_image.1 hp
      exact Finset.orderEmbOfFin_mem S hS _
    · have hinj : Function.Injective (fun i => S.orderEmbOfFin hS (σ i)) :=
        (S.orderEmbOfFin hS).injective.comp σ.injective
      rw [Finset.card_image_of_injective _ hinj, hS]
      simp
  · intro σ _ τ _ h
    refine Equiv.ext fun i => ?_
    exact (S.orderEmbOfFin hS).injective (congrFun h i)
  · intro f hf
    have him : univ.image f = S := (Finset.mem_filter.1 hf).2
    have hcard : (univ.image f).card = (univ : Finset (Fin n)).card := by
      rw [him, hS]
      simp
    have hinj : Function.Injective f := fun i j hij =>
      Finset.injOn_of_card_image_eq hcard (by simp) (by simp) hij
    have hex : ∀ i, ∃ k, S.orderEmbOfFin hS k = f i := by
      intro i
      have h1 : f i ∈ S := by
        rw [← him]
        exact Finset.mem_image_of_mem f (mem_univ i)
      have h2 : f i ∈ Set.range (S.orderEmbOfFin hS) := by
        rw [Finset.range_orderEmbOfFin]
        exact h1
      exact h2
    choose g hg using hex
    have hginj : Function.Injective g := fun i j hij =>
      hinj (by rw [← hg i, ← hg j, hij])
    exact ⟨Equiv.ofBijective g (Finite.injective_iff_bijective.1 hginj), mem_univ _,
      funext fun i => hg i⟩
  · intro σ _
    rfl
```

The proof turns on `Finset.sum_bij`, which equates two finite sums over different index sets. It takes a map from the first index set to the second, here \(\sigma \mapsto e_S \circ \sigma\), and leaves four goals, which are the four bullets. The map must land in the second set (the image is \(S\), by `Finset.eq_of_subset_of_card_le`), be injective, be surjective, and carry each summand to an equal one. No inverse map has to be written down: surjectivity is an existence claim, met by `choose`, which picks the positions and calls them `g`, and by `Equiv.ofBijective`, which packages them as a permutation. The fourth goal closes by `rfl` because of the opening rewrite. Mathlib's permanent lets the permutation act on the row index, and `Matrix.permanent_transpose` moves it to the column index, where the assignments need it.

## The expansion in permanents

Group the maps by their image. If \(|S| \neq n\), every map with image \(S\) is non-injective and contributes zero. If \(|S| = n\), every such map is injective, so \(\prod_i x_{f(i)} = x_S\) is a common factor and the weights add up to the permanent:
\[ \prod_i g_i = \sum_S \sum_{f:\ \operatorname{im} f = S} w(f) \prod_i x_{f(i)} = \sum_{|S| = n} \operatorname{perm}(G_S)\, x_S . \]

```lean
/-- The product of `n` geminals in pair creators that square to zero is the sum over
`n`-element orbital sets `S` of the permanent of the columns `S` of `G` times the product
of the pair creators in `S`. -/
theorem geminalProduct_eq_sum_permanent (G : Matrix (Fin n) (Fin m) K) (x : Fin m → A)
    (hx : ∀ p, x p * x p = 0) :
    geminalProduct G x
      = ∑ S : {S : Finset (Fin m) // S.card = n}, (columns G S).permanent • pairString x S.1 := by
  rw [geminalProduct_eq_sum_maps]
  -- group the assignments by the set of orbitals they occupy
  rw [← Finset.sum_fiberwise univ (fun f : Fin n → Fin m => univ.image f),
    ← Finset.sum_filter_of_ne (p := fun S : Finset (Fin m) => S.card = n),
    Finset.sum_subtype (p := fun S : Finset (Fin m) => S.card = n) _ (by simp)]
  · refine Finset.sum_congr rfl fun S _ => ?_
    rw [← sum_maps_onto_eq_permanent, Finset.sum_smul]
    refine Finset.sum_congr rfl fun f hf => ?_
    have him : univ.image f = S.1 := (Finset.mem_filter.1 hf).2
    have hcard : (univ.image f).card = (univ : Finset (Fin n)).card := by
      rw [him, S.2]
      simp
    unfold pairString
    rw [← him, Finset.prod_image (Finset.injOn_of_card_image_eq hcard)]
  · -- sets of the wrong size come only from repeated orbitals
    intro S _ hne
    by_contra hS
    apply hne
    refine Finset.sum_eq_zero fun f hf => ?_
    have him : univ.image f = S := (Finset.mem_filter.1 hf).2
    have hf' : ¬ Function.Injective f := by
      intro hinj
      apply hS
      rw [← him, Finset.card_image_of_injective _ hinj]
      simp
    rw [prod_eq_zero_of_not_injective x hx f hf', smul_zero]
```

Here `Finset.sum_fiberwise` does the grouping, `Finset.sum_filter_of_ne` discards the sets of the wrong size (justified in the second bullet), and `Finset.sum_subtype` rewrites the remainder as a sum over sets carrying their size proof. In the first bullet `Finset.prod_image` turns \(\prod_i x_{f(i)}\) into \(x_S\).

In words, the theorem says that for all \(n\) and \(m\), every matrix \(G\), and every family of \(m\) elements of a commutative algebra that square to zero, the geminal product equals the sum on the right. For \(n = 0\) both sides are \(1\): the only set is empty, and the empty matrix has permanent \(1\). The statement is an identity between creation operators. It involves no vacuum, annihilators, inner product or Hamiltonian, and it does not assert that the \(x_S\) are linearly independent, which is what makes the coefficients unique in Fock space. In electronic structure it gives the unnormalised determinant amplitudes of an APIG wavefunction, for finitely many orbitals that are each empty or doubly occupied.

Take \(n = 2\), \(m = 3\) and rows \((1, 1, 1)\) and \((1, 1, 3)\). Of the nine terms, the three squares vanish:
\[ (x_0 + x_1 + x_2)(x_0 + x_1 + 3 x_2) = (1 + 1)\, x_0 x_1 + (3 + 1)\, x_0 x_2 + (3 + 1)\, x_1 x_2 . \]
The brackets are the permanents \(2, 4, 4\) of the column pairs \(\{0,1\}\), \(\{0,2\}\), \(\{1,2\}\). With the three Slater determinants taken as orthonormal, the norm is \(\sqrt{4 + 16 + 16} = 6\) and the normalised amplitudes are \(1/3, 2/3, 2/3\).

The tempting error is to write \(\det(G_S)\) because the particles are fermions, which here would give \(0, 2, 2\). The signs belong to exchanges of single electrons; whole pairs exchange with sign \(+1\).

## More geminals than orbitals

If \(m < n\), no set of orbitals has \(n\) elements, the sum is empty, and \(\prod_i g_i = 0\).

```lean
/-- For pair creators that square to zero, with more geminals than orbitals the geminal
product vanishes. -/
theorem geminalProduct_eq_zero_of_lt (G : Matrix (Fin n) (Fin m) K) (x : Fin m → A)
    (hx : ∀ p, x p * x p = 0) (h : m < n) : geminalProduct G x = 0 := by
  rw [geminalProduct_eq_sum_permanent G x hx]
  refine Finset.sum_eq_zero fun S _ => ?_
  have h1 : S.1.card ≤ m := by simpa using Finset.card_le_univ S.1
  have h2 := S.2
  omega
```

Given a supposed index `S`, the inequality \(|S| \le m\), the equation \(|S| = n\) and `h` are contradictory, which `omega` detects.

## Identical geminals

Let every row of \(G\) be the same vector \(\eta\), so that the product is \(g(\eta)^n\), the antisymmetrised geminal power. Each of the \(n!\) permutations contributes the same product, since it visits every orbital of \(S\) once:
\[ g(\eta)^n = \sum_{|S| = n} n! \Big( \prod_{p \in S} \eta_p \Big) x_S . \]

```lean
/-- For `n` identical geminals with coefficients `η` in pair creators that square to zero,
the power is the sum over `n`-element
sets `S` of `n!` times the product of `η p` over `S` times the pair creators in `S`. -/
theorem geminal_pow (η : Fin m → K) (x : Fin m → A) (hx : ∀ p, x p * x p = 0) (n : ℕ) :
    geminal η x ^ n = ∑ S : {S : Finset (Fin m) // S.card = n},
      ((n.factorial : K) * ∏ p ∈ S.1, η p) • pairString x S.1 := by
  have h := geminalProduct_eq_sum_permanent (Matrix.of fun (_ : Fin n) p => η p) x hx
  have h0 : geminalProduct (Matrix.of fun (_ : Fin n) p => η p) x = geminal η x ^ n := by
    change ∏ _i : Fin n, geminal η x = _
    simp
  rw [← h0, h]
  refine Finset.sum_congr rfl fun S _ => ?_
  congr 1
  have hp : ∏ i : Fin n, η (S.1.orderEmbOfFin S.2 i) = ∏ p ∈ S.1, η p := by
    rw [← Finset.prod_coe_sort S.1]
    exact Fintype.prod_equiv (S.1.orderIsoOfFin S.2).toEquiv _ _ fun i => rfl
  -- every permutation contributes the same product
  change ∑ _σ : Equiv.Perm (Fin n), ∏ i : Fin n, η (S.1.orderEmbOfFin S.2 i) = _
  rw [hp]
  simp [Fintype.card_perm]
```

The fact `h0` identifies the product of equal factors with the power, `hp` converts the product over positions into the product over \(S\), and `Fintype.card_perm` counts the permutations. The factorial is a natural number cast into `K`.

## A non-trivial realisation

If `A` were a field, \(x_p x_p = 0\) would force \(x_p = 0\), and for \(n \ge 1\) the expansion would read \(0 = 0\). An algebra with more content, for \(m = 2\), comes from the dual numbers, which adjoin to a ring an element \(\varepsilon\) with \(\varepsilon^2 = 0\). Doing this twice over the rationals gives an inner \(\varepsilon\) and an outer \(\varepsilon'\), taken as \(x_0\) and \(x_1\).

```lean
/-- Two pair creators in dual numbers over dual numbers: the inner and the outer
infinitesimal. -/
def dualPairs : Fin 2 → DualNumber (DualNumber ℚ) :=
  ![TrivSqZeroExt.inl DualNumber.eps, DualNumber.eps]
```

Both square to zero. An element has the form \((a + b\varepsilon) + (c + d\varepsilon)\varepsilon'\) with rational \(a, b, c, d\), and \(x_0 x_1 = \varepsilon \varepsilon'\) has \(d = 1\), so it is nonzero. Applying `TrivSqZeroExt.snd` twice extracts \(d\).

```lean
/-- The two dual-number pair creators square to zero and have a nonzero product. -/
theorem dualPairs_witness :
    (∀ p, dualPairs p * dualPairs p = 0) ∧ dualPairs 0 * dualPairs 1 ≠ 0 := by
  constructor
  · intro p
    fin_cases p
    · change (TrivSqZeroExt.inl DualNumber.eps * TrivSqZeroExt.inl DualNumber.eps :
        DualNumber (DualNumber ℚ)) = 0
      rw [TrivSqZeroExt.inl_mul_inl, DualNumber.eps_mul_eps, TrivSqZeroExt.inl_zero]
    · exact DualNumber.eps_mul_eps
  · intro h
    have h1 := congrArg (fun z => TrivSqZeroExt.snd (TrivSqZeroExt.snd z)) h
    simp [dualPairs] at h1

end GeminalPermanent
```

```lean
#print axioms GeminalPermanent.geminalProduct_eq_sum_permanent
#print axioms GeminalPermanent.geminalProduct_eq_zero_of_lt
#print axioms GeminalPermanent.geminal_pow
```

```
'GeminalPermanent.geminalProduct_eq_sum_permanent' depends on axioms: [propext, Classical.choice, Quot.sound]
'GeminalPermanent.geminalProduct_eq_zero_of_lt' depends on axioms: [propext, Classical.choice, Quot.sound]
'GeminalPermanent.geminal_pow' depends on axioms: [propext, Classical.choice, Quot.sound]
```
